# For linearly independent orbitals, the spillage gradient contains no derivative of the fit coefficients

Suppose numerical atomic orbitals \(\phi_m\) are being adjusted to reproduce a reference state \(\psi\), say one from a plane-wave calculation. Changing one orbital changes the overlap matrix and, in general, every fit coefficient. Does the gradient of the fitting error need the response of those coefficients?

## The gradient identity

Take finitely many orbitals in a real inner-product space, depending on a real parameter \(t\). Define

\[
S_{ij}=\langle\phi_i,\phi_j\rangle,\quad b_m=\langle\phi_m,\psi\rangle,\quad c=S^{-1}b,\quad r=\psi-\sum_m c_m\phi_m .
\]

The spillage is \(s=\|\psi\|^2-b\cdot c\), which is \(1-b\cdot c\) for a unit target. If the orbitals are differentiable at \(x\) and linearly independent there, then for fixed \(\psi\)

\[
s'(x)=-2\sum_m c_m\langle\phi_m',r\rangle ,
\]

with the right-hand side evaluated at \(x\). For a unit target, \(0\le s\le1\).

## Use in orbital optimisation

A code that minimises spillage over expansion coefficients in primitive functions can use this gradient without differentiating \(S^{-1}\). Adding \(t\chi\) to orbital \(m\) gives the initial slope \(-2c_m\langle\chi,r\rangle\), for one real target state and a finite orbital set. If several orbitals share an expansion coefficient, as copies of one radial function on different atoms do, the derivative with respect to it is the sum of their slopes, each with its own \(\chi\).

## Orthogonality removes the coefficient response

If \(Sv=0\), then \(u=\sum_j v_j\phi_j\) is orthogonal to every \(\phi_i\), hence to itself. So \(u=0\), and independence gives \(v=0\). Thus \(S\) is invertible, \(Sc=b\), and

\[
\langle\phi_m,r\rangle=b_m-(Sc)_m=0 .
\]

It follows that

\[
s=\langle\psi,r\rangle=\langle r,r\rangle+\Big\langle\sum_m c_m\phi_m,r\Big\rangle=\|r\|^2 .
\]

Since \(r\) is orthogonal to the span, this is the squared distance from \(\psi\) to it. Also \(\|\psi\|^2=\|r\|^2+\|\sum_m c_m\phi_m\|^2\), which gives the bounds for a unit target.

The determinant is a polynomial in the entries of \(S\), so it is differentiable at \(x\) and stays nonzero nearby. Hence \(c=\operatorname{adj}(S)\,b/\det S\) is differentiable at \(x\). Letting \(\psi\) move as well,

\[
s'=2\langle r',r\rangle=2\Big\langle\psi'-\sum_m c_m\phi_m'-\sum_m c_m'\phi_m,\;r\Big\rangle .
\]

The last sum is orthogonal to \(r\) and drops out. Setting \(\psi'=0\) gives the identity.

## Two overlapping orbitals in three dimensions

Let \(\phi_1=(1,0,0)\), \(\phi_2=(1,1,t)\), \(\psi=(0,0,1)\). At \(t=1\),

\[
S=\begin{pmatrix}1&1\\1&3\end{pmatrix},\quad b=(0,1),\quad c=(-\tfrac12,\tfrac12),\quad r=(0,-\tfrac12,\tfrac12).
\]

So \(s=\tfrac12\) and \(s'=-2\cdot\tfrac12\cdot\tfrac12=-\tfrac12\). Directly, \(s(t)=1/(1+t^2)\), whose slope at \(1\) is also \(-\tfrac12\).

## The Lean file

```lean
import Mathlib

open Matrix Filter

namespace SpillageGradient

noncomputable section

variable {ι E : Type*} [Fintype ι] [DecidableEq ι]
  [NormedAddCommGroup E] [InnerProductSpace ℝ E]

/-- The overlap matrix `S i j = ⟨φ i, φ j⟩` of a set of orbitals. -/
def overlap {ι E : Type*} [NormedAddCommGroup E] [InnerProductSpace ℝ E]
    (φ : ι → E) : Matrix ι ι ℝ :=
  Matrix.of fun i j => inner ℝ (φ i) (φ j)

/-- The fit coefficients `c = S⁻¹ b` with `b m = ⟨φ m, ψ⟩`, for linearly independent
orbitals. -/
def coeff (φ : ι → E) (ψ : E) : ι → ℝ :=
  (overlap φ)⁻¹ *ᵥ fun m => inner ℝ (φ m) ψ

/-- The part of `ψ` that the orbitals miss, `ψ - ∑ c m φ m`, for linearly independent
orbitals. -/
def residual (φ : ι → E) (ψ : E) : E :=
  ψ - ∑ m, coeff φ ψ m • φ m

/-- The spillage `‖ψ‖² - b · c` of the state `ψ`, for linearly independent orbitals. -/
def spillage (φ : ι → E) (ψ : E) : ℝ :=
  ‖ψ‖ ^ 2 - (fun m => inner ℝ (φ m) ψ) ⬝ᵥ coeff φ ψ

/-- Linearly independent orbitals have a nonsingular overlap matrix. -/
theorem overlap_det_ne_zero {φ : ι → E} (h : LinearIndependent ℝ φ) :
    (overlap φ).det ≠ 0 := by
  intro h0
  obtain ⟨v, hv, hSv⟩ := Matrix.exists_mulVec_eq_zero_iff.mpr h0
  -- a null vector of S gives a combination orthogonal to all orbitals, hence to itself
  have horth : ∀ i, inner ℝ (φ i) (∑ j, v j • φ j) = 0 := by
    intro i
    have hi := congrFun hSv i
    simp only [Matrix.mulVec, dotProduct, overlap, Matrix.of_apply, Pi.zero_apply] at hi
    rw [inner_sum]
    refine Eq.trans (Finset.sum_congr rfl fun j _ => ?_) hi
    rw [real_inner_smul_right, mul_comm]
  have hz : ∑ j, v j • φ j = 0 := by
    rw [← inner_self_eq_zero (𝕜 := ℝ), sum_inner]
    exact Finset.sum_eq_zero fun i _ => by rw [real_inner_smul_left, horth, mul_zero]
  exact hv (funext (Fintype.linearIndependent_iff.mp h v hz))

/-- If the overlap matrix is nonsingular, the residual is orthogonal to every linear
combination of the orbitals. -/
theorem inner_combination_residual {φ : ι → E} (h : (overlap φ).det ≠ 0) (ψ : E)
    (a : ι → ℝ) : inner ℝ (∑ m, a m • φ m) (residual φ ψ) = 0 := by
  -- the normal equations S c = b
  have hS : overlap φ *ᵥ coeff φ ψ = fun m => inner ℝ (φ m) ψ := by
    rw [coeff, Matrix.mulVec_mulVec, Matrix.mul_nonsing_inv _ (isUnit_iff_ne_zero.mpr h),
      Matrix.one_mulVec]
  have horth : ∀ m, inner ℝ (φ m) (residual φ ψ) = 0 := by
    intro m
    have hm := congrFun hS m
    simp only [Matrix.mulVec, dotProduct, overlap, Matrix.of_apply] at hm
    rw [residual, inner_sub_right, inner_sum, sub_eq_zero]
    refine hm.symm.trans (Finset.sum_congr rfl fun j _ => ?_)
    rw [real_inner_smul_right, mul_comm]
  rw [sum_inner]
  exact Finset.sum_eq_zero fun m _ => by rw [real_inner_smul_left, horth, mul_zero]

/-- The spillage is the overlap of the state with its own residual. -/
theorem spillage_eq_inner_residual (φ : ι → E) (ψ : E) :
    spillage φ ψ = inner ℝ ψ (residual φ ψ) := by
  rw [spillage, residual, inner_sub_right, real_inner_self_eq_norm_sq, inner_sum, dotProduct]
  congr 1
  refine Finset.sum_congr rfl fun m _ => ?_
  simp only [real_inner_smul_right]
  rw [real_inner_comm ψ (φ m)]
  ring

/-- For linearly independent orbitals and a normalised state the spillage lies between
0 and 1. -/
theorem spillage_mem_Icc {φ : ι → E} (hli : LinearIndependent ℝ φ) {ψ : E}
    (hψ : ‖ψ‖ = 1) : spillage φ ψ ∈ Set.Icc (0 : ℝ) 1 := by
  have h0 := inner_combination_residual (overlap_det_ne_zero hli) ψ (coeff φ ψ)
  have h1 : inner ℝ (residual φ ψ) (residual φ ψ) = inner ℝ ψ (residual φ ψ)
      - inner ℝ (∑ m, coeff φ ψ m • φ m) (residual φ ψ) := inner_sub_left _ _ _
  have h2 : inner ℝ (∑ m, coeff φ ψ m • φ m) (residual φ ψ)
      = inner ℝ (∑ m, coeff φ ψ m • φ m) ψ
        - inner ℝ (∑ m, coeff φ ψ m • φ m) (∑ m, coeff φ ψ m • φ m) :=
    inner_sub_right _ _ _
  have h3 : inner ℝ ψ (residual φ ψ)
      = inner ℝ ψ ψ - inner ℝ ψ (∑ m, coeff φ ψ m • φ m) := inner_sub_right _ _ _
  have h4 : inner ℝ ψ ψ = (1 : ℝ) := by rw [real_inner_self_eq_norm_sq, hψ, one_pow]
  have h5 := real_inner_comm ψ (∑ m, coeff φ ψ m • φ m)
  have p1 : 0 ≤ inner ℝ (residual φ ψ) (residual φ ψ) := real_inner_self_nonneg
  have p2 : 0 ≤ inner ℝ (∑ m, coeff φ ψ m • φ m) (∑ m, coeff φ ψ m • φ m) :=
    real_inner_self_nonneg
  rw [spillage_eq_inner_residual]
  constructor <;> linarith

/-- The determinant of a matrix with differentiable entries is differentiable. -/
theorem differentiableAt_det {A : ℝ → Matrix ι ι ℝ} {x : ℝ}
    (h : ∀ i j, DifferentiableAt ℝ (fun t => A t i j) x) :
    DifferentiableAt ℝ (fun t => (A t).det) x := by
  simp only [Matrix.det_apply']
  refine DifferentiableAt.fun_sum fun σ _ => DifferentiableAt.const_mul ?_ _
  have hp : ∀ s : Finset ι, DifferentiableAt ℝ (fun t => ∏ i ∈ s, A t (σ i) i) x := by
    intro s
    induction s using Finset.induction_on with
    | empty => simp
    | insert a s ha ih =>
      simp only [Finset.prod_insert ha]
      exact (h _ _).mul ih
  exact hp Finset.univ

/-- The fit coefficients are differentiable wherever the orbitals and the state are
differentiable and the orbitals are linearly independent. -/
theorem differentiableAt_coeff {φ : ℝ → ι → E} {ψ : ℝ → E} {x : ℝ}
    (hli : LinearIndependent ℝ (φ x)) (hφ : ∀ m, DifferentiableAt ℝ (fun t => φ t m) x)
    (hψ : DifferentiableAt ℝ ψ x) (m : ι) :
    DifferentiableAt ℝ (fun t => coeff (φ t) (ψ t) m) x := by
  have hS : ∀ i j, DifferentiableAt ℝ (fun t => overlap (φ t) i j) x :=
    fun i j => (hφ i).inner ℝ (hφ j)
  have hadj : ∀ i j, DifferentiableAt ℝ (fun t => (overlap (φ t)).adjugate i j) x := by
    intro i j
    simp only [Matrix.adjugate_apply]
    refine differentiableAt_det fun k l => ?_
    by_cases hk : k = j
    · simp only [Matrix.updateRow_apply, if_pos hk]
      exact differentiableAt_const _
    · simp only [Matrix.updateRow_apply, if_neg hk]
      exact hS k l
  -- the inverse is the adjugate divided by the determinant
  have hform : (fun t => coeff (φ t) (ψ t) m) = fun t => ∑ j,
      ((overlap (φ t)).det)⁻¹ * (overlap (φ t)).adjugate m j * inner ℝ (φ t j) (ψ t) := by
    funext t
    simp only [coeff, Matrix.mulVec, dotProduct, Matrix.inv_def, Ring.inverse_eq_inv',
      Matrix.smul_apply, smul_eq_mul]
  rw [hform]
  exact DifferentiableAt.fun_sum fun j _ =>
    (((differentiableAt_det hS).inv (overlap_det_ne_zero hli)).mul (hadj m j)).mul
      ((hφ j).inner ℝ hψ)

/-- Spillage gradient: when differentiable orbitals, linearly independent at `x`, and a
differentiable state both move, the spillage changes at the rate
`2 ⟨ψ' - ∑ c m φ' m, ψ - ∑ c m φ m⟩`. -/
theorem hasDerivAt_spillage {φ : ℝ → ι → E} {φ' : ι → E} {ψ : ℝ → E} {ψ' : E} {x : ℝ}
    (hli : LinearIndependent ℝ (φ x)) (hφ : ∀ m, HasDerivAt (fun t => φ t m) (φ' m) x)
    (hψ : HasDerivAt ψ ψ' x) :
    HasDerivAt (fun t => spillage (φ t) (ψ t))
      (2 * inner ℝ (ψ' - ∑ m, coeff (φ x) (ψ x) m • φ' m) (residual (φ x) (ψ x))) x := by
  have hex : ∀ m, ∃ d, HasDerivAt (fun t => coeff (φ t) (ψ t) m) d x := fun m =>
    ⟨_, (differentiableAt_coeff hli (fun k => (hφ k).differentiableAt)
      hψ.differentiableAt m).hasDerivAt⟩
  choose c' hc using hex
  have hr : HasDerivAt (fun t => residual (φ t) (ψ t))
      (ψ' - ∑ m, (coeff (φ x) (ψ x) m • φ' m + c' m • φ x m)) x := by
    change HasDerivAt (fun t => ψ t - ∑ m, coeff (φ t) (ψ t) m • φ t m) _ x
    refine hψ.fun_sub (HasDerivAt.fun_sum fun m _ => ?_)
    exact (hc m).smul (hφ m)
  have hS : ∀ i j, DifferentiableAt ℝ (fun t => overlap (φ t) i j) x :=
    fun i j => (hφ i).differentiableAt.inner ℝ (hφ j).differentiableAt
  have hev : ∀ᶠ t in nhds x, (overlap (φ t)).det ≠ 0 :=
    (differentiableAt_det hS).continuousAt.eventually_ne (overlap_det_ne_zero hli)
  -- near x the spillage is the squared norm of the residual
  have heq : (fun t => spillage (φ t) (ψ t)) =ᶠ[nhds x]
      fun t => inner ℝ (residual (φ t) (ψ t)) (residual (φ t) (ψ t)) := by
    filter_upwards [hev] with t ht
    have h0 := inner_combination_residual ht (ψ t) (coeff (φ t) (ψ t))
    have h1 : inner ℝ (residual (φ t) (ψ t)) (residual (φ t) (ψ t))
        = inner ℝ (ψ t) (residual (φ t) (ψ t))
          - inner ℝ (∑ m, coeff (φ t) (ψ t) m • φ t m) (residual (φ t) (ψ t)) :=
      inner_sub_left _ _ _
    rw [spillage_eq_inner_residual]
    linarith
  refine ((hr.inner ℝ hr).congr_of_eventuallyEq heq).congr_deriv ?_
  -- the response of the coefficients drops out by orthogonality
  have h0 := inner_combination_residual (overlap_det_ne_zero hli) (ψ x) c'
  have hcomm : ∀ v, inner ℝ (residual (φ x) (ψ x)) v = inner ℝ v (residual (φ x) (ψ x)) :=
    fun v => real_inner_comm v _
  rw [Finset.sum_add_distrib, hcomm, ← sub_sub, inner_sub_left, h0]
  ring

/-- For a fixed state and differentiable orbitals, linearly independent at `x`, the spillage
has derivative `-2 ∑ c m ⟨φ' m, ψ - ∑ c k φ k⟩`. -/
theorem hasDerivAt_spillage_fixed {φ : ℝ → ι → E} {φ' : ι → E} {ψ : E} {x : ℝ}
    (hli : LinearIndependent ℝ (φ x)) (hφ : ∀ m, HasDerivAt (fun t => φ t m) (φ' m) x) :
    HasDerivAt (fun t => spillage (φ t) ψ)
      (-2 * ∑ m, coeff (φ x) ψ m * inner ℝ (φ' m) (residual (φ x) ψ)) x := by
  refine (hasDerivAt_spillage hli hφ (hasDerivAt_const x ψ)).congr_deriv ?_
  rw [zero_sub, inner_neg_left, sum_inner]
  simp only [real_inner_smul_left]
  ring

/-- Mixing a primitive function `χ` into orbital `m` of a linearly independent set changes
the spillage at the initial rate `-2 c m ⟨χ, ψ - ∑ c k φ k⟩`. -/
theorem hasDerivAt_spillage_primitive {φ : ι → E} (hli : LinearIndependent ℝ φ)
    (ψ : E) (m : ι) (χ : E) :
    HasDerivAt (fun t : ℝ => spillage (Function.update φ m (φ m + t • χ)) ψ)
      (-2 * coeff φ ψ m * inner ℝ χ (residual φ ψ)) 0 := by
  have h0 : Function.update φ m (φ m + (0 : ℝ) • χ) = φ := by simp
  have hm : HasDerivAt (fun t : ℝ => φ m + t • χ) χ 0 := by
    have h := ((hasDerivAt_id' (0 : ℝ)).smul_const χ).const_add (φ m)
    rw [one_smul] at h
    exact h
  have hφ : ∀ k, HasDerivAt (fun t : ℝ => Function.update φ m (φ m + t • χ) k)
      (if k = m then χ else 0) 0 := by
    intro k
    by_cases hk : k = m
    · subst hk
      simpa using hm
    · simp only [Function.update_of_ne hk, if_neg hk]
      exact hasDerivAt_const _ _
  have h := hasDerivAt_spillage_fixed (φ := fun t : ℝ => Function.update φ m (φ m + t • χ))
    (ψ := ψ) (x := 0) (by simpa only [h0] using hli) hφ
  simp only [h0] at h
  refine h.congr_deriv ?_
  rw [Finset.sum_eq_single m]
  · rw [if_pos rfl]
    ring
  · intro k _ hk
    rw [if_neg hk, inner_zero_left, mul_zero]
  · intro hn
    exact absurd (Finset.mem_univ m) hn

/-- For linearly independent orbitals, the spillage is stationary under mixing any primitive
`χ q` into any orbital exactly when all fit coefficients vanish or the residual is orthogonal
to every primitive. -/
theorem stationary_iff {κ : Type*} {φ : ι → E} (hli : LinearIndependent ℝ φ) (ψ : E)
    (χ : κ → E) :
    (∀ m q, deriv (fun t : ℝ => spillage (Function.update φ m (φ m + t • χ q)) ψ) 0 = 0) ↔
      (∀ m, coeff φ ψ m = 0) ∨ ∀ q, inner ℝ (χ q) (residual φ ψ) = 0 := by
  have hd := fun m q => (hasDerivAt_spillage_primitive hli ψ m (χ q)).deriv
  simp only [hd]
  constructor
  · intro h
    by_cases hc : ∀ m, coeff φ ψ m = 0
    · exact Or.inl hc
    · obtain ⟨m, hm⟩ := not_forall.mp hc
      refine Or.inr fun q => ?_
      rcases mul_eq_zero.mp (h m q) with h1 | h1
      · exact absurd h1 (mul_ne_zero (by norm_num) hm)
      · exact h1
  · rintro (h | h) m q
    · rw [h m, mul_zero, zero_mul]
    · rw [h q, mul_zero]

end

end SpillageGradient
```

```lean
#print axioms SpillageGradient.spillage_mem_Icc
-- 'SpillageGradient.spillage_mem_Icc' depends on axioms: [propext, Classical.choice, Quot.sound]
#print axioms SpillageGradient.hasDerivAt_spillage_fixed
-- 'SpillageGradient.hasDerivAt_spillage_fixed' depends on axioms: [propext, Classical.choice, Quot.sound]
#print axioms SpillageGradient.stationary_iff
-- 'SpillageGradient.stationary_iff' depends on axioms: [propext, Classical.choice, Quot.sound]
```

## Scope of the theorems and structure of the proof

`E` is any real inner-product space, possibly infinite-dimensional, and the finite type `ι` labels the orbitals. `overlap`, `coeff`, `residual` and `spillage` are \(S\), \(c\), \(r\) and \(s\). `hasDerivAt_spillage` allows a moving, unnormalised target; only `spillage_mem_Icc` assumes `‖ψ‖ = 1`.

`overlap_det_ne_zero` and `inner_combination_residual` supply invertibility and orthogonality. `spillage_eq_inner_residual` gives \(s=\langle\psi,r\rangle\); with orthogonality and the non-negativity of squared norms, `linarith` then obtains the bounds. `differentiableAt_det` expands the determinant over permutations, and `differentiableAt_coeff` uses the adjugate formula. In the main proof, `heq` replaces \(s\) by \(\langle r,r\rangle\) near \(x\), and `h0` removes the \(c'\) terms. `hasDerivAt_spillage_fixed` sets \(\psi'=0\); `hasDerivAt_spillage_primitive` keeps the one orbital that moves.

`stationary_iff` splits on whether all \(c_m\) vanish. The slopes for all primitives \(\chi_q\) and all orbitals are zero exactly when \(c=0\) or \(r\) is orthogonal to every \(\chi_q\). Stationarity alone therefore does not guarantee a good fit: a unit target orthogonal to all orbitals has \(c=0\) and spillage \(1\), the largest possible value.

Independence at every point except \(x\) is not enough for the derivative. In one dimension take \(\phi(t)=t\), \(\psi=1\), \(x=0\): the spillage is \(0\) for \(t\ne0\) and \(1\) at \(t=0\), where Lean's inverse of the singular overlap is zero.

The theorems do not cover complex Bloch states or rounding error with a nearly singular \(S\). For a sum of spillages over several fixed targets the gradients simply add, but `stationary_iff` is stated for one target only, with each orbital varied independently.
